# $3x^2-2x^3$ is the only real polynomial of degree at most 3 that fixes 0 and 1 with zero slope

When I purify an approximate density matrix $P$, each iteration replaces it by $3P^2-2P^3$. Once the occupations are close to 0 or 1, I rely on this step to remove their errors to first order, for empty and occupied orbitals alike.

I have been told that no other cubic does this and that no quadratic can. Is that literally true, and how does it follow? I would like to see a rigorous argument, with a proof that a machine has checked.

## Double zeros at both ends force the cubic

Yes, provided that "does this" means four conditions on a real polynomial $p$:

$$p(0)=0,\qquad p(1)=1,\qquad p'(0)=0,\qquad p'(1)=0.$$

The first two leave empty and fully occupied orbitals unchanged. The other two remove a small occupation error to first order. A polynomial that meets all four is called superattracting at both ends.

Write $m(x)=3x^2-2x^3$. Then $m(0)=0$, $m(1)=1$ and $m'(x)=6x(1-x)$, so $m$ qualifies. Let $p$ be any other candidate and put $r=p-m$. Both $r$ and $r'$ vanish at 0 and at 1.

Take one of these points, $a$. Since $r(a)=0$, we can write $r=(x-a)s$ with a polynomial $s$. The product rule gives $r'=s+(x-a)s'$, so $s(a)=r'(a)=0$. Hence $s=(x-a)t$ for some polynomial $t$, and $r=(x-a)^2t$.

Applied at both ends, this gives $r=x^2u$ and $r=(x-1)^2v$ with polynomials $u$ and $v$. To combine the two factors, use the identity

$$(3-2x)\,x^2+(1+2x)(x-1)^2=1.$$

Multiply it by $r$, inserting $r=(x-1)^2v$ in the first term and $r=x^2u$ in the second:

$$r=x^2(x-1)^2\big[(3-2x)v+(1+2x)u\big].$$

So every superattracting polynomial has the form $p=m+x^2(x-1)^2q$ with some polynomial $q$. Conversely, every $q$ is allowed, because the added term has zero value and zero slope at both ends.

If $p$ has degree at most 3, so has $r$. A nonzero multiple of $x^2(x-1)^2$ has degree at least 4, so $r=0$ and $p=m$. A superattracting polynomial of degree at most 2 would therefore have to equal $m$, which has degree 3. There is none.

All four conditions are needed for this. Without $p'(1)=0$, the quadratic $x^2$ satisfies the remaining three, but its slope at 1 is 2, so it doubles a small error in the occupation of an occupied orbital to first order. Likewise, dropping $p'(0)=0$ admits $2x-x^2$, dropping $p(0)=0$ admits the constant 1, and dropping $p(1)=1$ admits the zero polynomial.

## What zero slope does to the idempotency error

Suppose that $p$ fixes 0 and 1. Its idempotency error $p^2-p$ vanishes at both points, and

$$(p^2-p)'=(2p-1)p'.$$

This slope equals $-p'(0)$ at 0 and $p'(1)$ at 1. If both slopes of $p$ vanish, the error has double zeros at both ends and is divisible by $x^2(x-1)^2=(x^2-x)^2$. Conversely, a polynomial divisible by $(x^2-x)^2$ has zero slope at 0 and 1, which returns $p'(0)=p'(1)=0$.

For $m$ the remaining factor is explicit. Since $m=x^2(3-2x)$ and $m-1=-(x-1)^2(1+2x)$,

$$m^2-m=(x^2-x)^2(4x^2-4x-3).$$

Powers of a single matrix commute, so $x$ may be replaced by $P$, with the constant 3 read as three times the identity.

The smallest nontrivial case is a $1\times1$ matrix, a single occupation $x$. At $x=\tfrac12$ the old error is $-\tfrac14$, and the formula gives the new error as $\tfrac1{16}\cdot(-4)=-\tfrac14$. The step leaves this occupation where it is, so a squared factor in the error does not by itself guarantee that the error shrinks.

## The Lean file

```lean
import Mathlib

open Polynomial

namespace McWeenyUniqueness

/-- A purification polynomial is superattracting at both ends if the occupations 0 and 1
are fixed points at which its slope vanishes. -/
structure IsSuperattracting (p : ℝ[X]) : Prop where
  at_zero : p.eval 0 = 0
  at_one : p.eval 1 = 1
  slope_zero : (derivative p).eval 0 = 0
  slope_one : (derivative p).eval 1 = 0

/-- The McWeeny purification polynomial `3x² - 2x³`. -/
noncomputable def mcWeeny : ℝ[X] := 3 * X ^ 2 - 2 * X ^ 3

/-- The McWeeny polynomial has degree three. -/
theorem natDegree_mcWeeny : mcWeeny.natDegree = 3 := by
  unfold mcWeeny
  compute_degree!

/-- A polynomial whose value and slope both vanish at `a` contains the factor `(x - a)²`. -/
theorem sq_dvd_of_double_zero {r : ℝ[X]} {a : ℝ} (h0 : r.eval a = 0)
    (h1 : (derivative r).eval a = 0) : (X - C a) ^ 2 ∣ r := by
  obtain ⟨s, rfl⟩ := dvd_iff_isRoot.mpr h0
  -- the slope of `(x - a) s` at `a` is `s(a)`
  have hs : s.eval a = 0 := by simpa [derivative_mul] using h1
  obtain ⟨t, rfl⟩ := dvd_iff_isRoot.mpr hs
  exact ⟨t, by ring⟩

/-- A polynomial whose value and slope vanish at both 0 and 1 contains the factor
`x² (x - 1)²`. -/
theorem quartic_dvd {r : ℝ[X]} (h0 : r.eval 0 = 0) (h1 : r.eval 1 = 0)
    (d0 : (derivative r).eval 0 = 0) (d1 : (derivative r).eval 1 = 0) :
    X ^ 2 * (X - 1) ^ 2 ∣ r := by
  have hx := sq_dvd_of_double_zero h0 d0
  have hy := sq_dvd_of_double_zero h1 d1
  rw [C_0, sub_zero] at hx
  rw [C_1] at hy
  have hc : IsCoprime (X : ℝ[X]) (X - 1) := ⟨1, -1, by ring⟩
  exact (hc.pow (m := 2) (n := 2)).mul_dvd hx hy

/-- The superattracting polynomials of any degree are exactly the McWeeny polynomial plus
a multiple of `x² (x - 1)²`. -/
theorem isSuperattracting_iff (p : ℝ[X]) :
    IsSuperattracting p ↔ ∃ q : ℝ[X], p = mcWeeny + X ^ 2 * (X - 1) ^ 2 * q := by
  constructor
  · intro h
    -- the difference from the McWeeny polynomial has double zeros at both ends
    have hd : X ^ 2 * (X - 1) ^ 2 ∣ p - mcWeeny := by
      apply quartic_dvd
      · norm_num [mcWeeny, h.at_zero]
      · norm_num [mcWeeny, h.at_one]
      · norm_num [mcWeeny, derivative_mul, derivative_pow, h.slope_zero]
      · norm_num [mcWeeny, derivative_mul, derivative_pow, h.slope_one]
    obtain ⟨q, hq⟩ := hd
    exact ⟨q, by rw [← hq]; ring⟩
  · rintro ⟨q, rfl⟩
    constructor <;> norm_num [mcWeeny, derivative_mul, derivative_pow]

/-- Among real polynomials of degree at most three, the McWeeny polynomial is the only one
that is superattracting at both ends. -/
theorem superattracting_cubic_iff {p : ℝ[X]} (hp : p.natDegree ≤ 3) :
    IsSuperattracting p ↔ p = mcWeeny := by
  constructor
  · intro h
    obtain ⟨q, hq⟩ := (isSuperattracting_iff p).mp h
    have hdvd : X ^ 2 * (X - 1) ^ 2 ∣ p - mcWeeny := ⟨q, by rw [hq]; ring⟩
    have h4 : (X ^ 2 * (X - 1) ^ 2 : ℝ[X]).natDegree = 4 := by compute_degree!
    have h3 : (p - mcWeeny).natDegree ≤ 3 :=
      natDegree_sub_le_of_le hp natDegree_mcWeeny.le
    -- a quartic divides a polynomial of degree at most three only if the latter is zero
    exact sub_eq_zero.mp (eq_zero_of_dvd_of_natDegree_lt hdvd (by omega))
  · rintro rfl
    exact (isSuperattracting_iff _).mpr ⟨0, by ring⟩

/-- Every polynomial that is superattracting at both ends has degree at least three. -/
theorem three_le_natDegree {p : ℝ[X]} (h : IsSuperattracting p) : 3 ≤ p.natDegree := by
  by_contra hlt
  have hp : p = mcWeeny := (superattracting_cubic_iff (by omega)).mp h
  rw [hp, natDegree_mcWeeny] at hlt
  exact hlt le_rfl

/-- A polynomial that fixes the occupations 0 and 1 is superattracting at both exactly when
its idempotency error `p² - p` contains the square of the original error `x² - x`. -/
theorem superattracting_iff_error_squared {p : ℝ[X]} (h0 : p.eval 0 = 0)
    (h1 : p.eval 1 = 1) :
    IsSuperattracting p ↔ (X ^ 2 - X) ^ 2 ∣ p ^ 2 - p := by
  have key : derivative (p ^ 2 - p) = (2 * p - 1) * derivative p := by
    rw [pow_two, derivative_sub, derivative_mul]
    ring
  constructor
  · intro h
    have hw : ((X : ℝ[X]) ^ 2 - X) ^ 2 = X ^ 2 * (X - 1) ^ 2 := by ring
    rw [hw]
    apply quartic_dvd
    · simp [h0]
    · simp [h1]
    · rw [key, eval_mul, h.slope_zero, mul_zero]
    · rw [key, eval_mul, h.slope_one, mul_zero]
  · rintro ⟨q, hq⟩
    -- the slope of the new error vanishes wherever the old error does
    have hz : ∀ a : ℝ, ((X : ℝ[X]) ^ 2 - X).eval a = 0 →
        ((2 * p - 1) * derivative p).eval a = 0 := by
      intro a ha
      have hs : ((X : ℝ[X]) ^ 2 - X) ^ 2 * q = (X ^ 2 - X) * ((X ^ 2 - X) * q) := by ring
      rw [← key, hq, hs, derivative_mul, eval_add, eval_mul, eval_mul, eval_mul, ha]
      ring
    have e0 := hz 0 (by simp)
    have e1 := hz 1 (by simp)
    simp only [eval_mul, eval_sub, eval_ofNat, eval_one, h0] at e0
    simp only [eval_mul, eval_sub, eval_ofNat, eval_one, h1] at e1
    exact ⟨h0, h1, by linarith, by linarith⟩

/-- One McWeeny step on a real square matrix `P` turns the idempotency error `P² - P` into
its square times `4P² - 4P - 3`. -/
theorem mcWeeny_matrix_error {n : Type*} [Fintype n] [DecidableEq n] (P : Matrix n n ℝ) :
    (3 * P ^ 2 - 2 * P ^ 3) ^ 2 - (3 * P ^ 2 - 2 * P ^ 3)
      = (P ^ 2 - P) ^ 2 * (4 * P ^ 2 - 4 * P - 3) := by
  -- the identity holds for polynomials and is then evaluated at `P`
  have h : (3 * X ^ 2 - 2 * X ^ 3 : ℝ[X]) ^ 2 - (3 * X ^ 2 - 2 * X ^ 3)
      = (X ^ 2 - X) ^ 2 * (4 * X ^ 2 - 4 * X - 3) := by ring
  have hP := congrArg (aeval P) h
  simpa only [map_sub, map_mul, map_pow, aeval_X, map_ofNat] using hP

end McWeenyUniqueness
```

```lean
#print axioms McWeenyUniqueness.superattracting_cubic_iff
-- 'McWeenyUniqueness.superattracting_cubic_iff' depends on axioms: [propext, Classical.choice, Quot.sound]
#print axioms McWeenyUniqueness.three_le_natDegree
-- 'McWeenyUniqueness.three_le_natDegree' depends on axioms: [propext, Classical.choice, Quot.sound]
#print axioms McWeenyUniqueness.superattracting_iff_error_squared
-- 'McWeenyUniqueness.superattracting_iff_error_squared' depends on axioms: [propext, Classical.choice, Quot.sound]
#print axioms McWeenyUniqueness.mcWeeny_matrix_error
-- 'McWeenyUniqueness.mcWeeny_matrix_error' depends on axioms: [propext, Classical.choice, Quot.sound]
```

## How the theorems read in physical terms

A purification map is an element `p` of `ℝ[X]`, the polynomials with real coefficients. The structure `IsSuperattracting` collects the four conditions: `eval` gives the value at an occupation, and `derivative` is the usual derivative of a polynomial. The name `mcWeeny` stands for $m$.

- `superattracting_cubic_iff` answers the first part of the question. If `p.natDegree ≤ 3`, then `p` is superattracting exactly when `p = mcWeeny`.
- `three_le_natDegree` answers the second part: every superattracting polynomial has degree at least 3.
- `isSuperattracting_iff` describes the superattracting polynomials of all degrees, with `q` as the free polynomial.
- `superattracting_iff_error_squared` assumes that `p` fixes 0 and 1. It says that superattraction is then equivalent to divisibility of `p ^ 2 - p` by `(X ^ 2 - X) ^ 2`.
- `mcWeeny_matrix_error` is the explicit error identity for a real square matrix `P` of any finite size. Symmetry of `P` is not assumed.

Idempotency here means $P^2=P$, the convention for an orthonormal basis and occupations between 0 and 1. Overlap matrices and complex Hermitian matrices are not treated. Nor do the theorems address convergence of the iteration, conservation of the electron number, or the truncation of small matrix elements used in linear-scaling codes.

For electronic structure, the result concerns mean-field or non-interacting calculations whose exact density matrix is idempotent: a single polynomial step that removes small occupation errors to first order, for both empty and occupied orbitals, needs at least a cubic. Such a step changes only the occupations; the eigenvectors of $P$ stay as they are.

## How the Lean proof follows the algebra

`sq_dvd_of_double_zero` is the factorisation at one point. It extracts `s` from the zero of `r`, uses the product rule to show that `s` vanishes at `a`, and then extracts `t`.

`quartic_dvd` joins the two ends. Its coprimality witness `⟨1, -1, by ring⟩` encodes $1\cdot x+(-1)(x-1)=1$. The step `hc.pow` passes from $x$ and $x-1$ to their squares, which is the role of the explicit identity in the derivation above, and `mul_dvd` then gives divisibility by the product.

In `isSuperattracting_iff`, the forward direction applies `quartic_dvd` to `p - mcWeeny`, and `norm_num` checks the four vanishing conditions. The reverse direction evaluates the general form and its derivative at 0 and 1.

The uniqueness proof compares degrees. The divisor has degree 4 (`h4`) and the difference has degree at most 3 (`h3`), so `eq_zero_of_dvd_of_natDegree_lt` makes the difference zero. The converse takes `q` to be 0. For the lower bound, `three_le_natDegree` assumes a smaller degree, concludes that `p` is the McWeeny polynomial, and contradicts `natDegree_mcWeeny`.

In the error theorem, `key` is the formula $(p^2-p)'=(2p-1)p'$. One direction feeds it to `quartic_dvd`. In the other, `hz` shows that the slope of the new error vanishes wherever $x^2-x$ does. At 0 and 1 the factor $2p-1$ equals $-1$ and $1$, so `linarith` can read off that the slopes of `p` are zero.

The matrix identity is first proved by `ring` for polynomials, where multiplication is commutative. Applying `aeval P` then substitutes the matrix for the variable and preserves sums, products and powers.
